# The trace of a product of four slashed vectors with Euclidean gamma matrices

Contracting a real vector with the gamma matrices gives its slash, and `trace_four_slash` evaluates the trace of a product of four slashes. For vectors a, b, c, d it equals the matrix size times (a·b)(c·d) − (a·c)(b·d) + (a·d)(b·c). The gamma matrices are finite complex matrices assumed only to satisfy the Euclidean Clifford relation γ_μγ_ν + γ_νγ_μ = 2δ_μν; the vectors lie in n-dimensional Euclidean space and need not be normalised. The proof moves the first slash through the other three by anticommutators, takes the trace, and uses cyclicity to make the two four-slash traces equal, so that halving the equation gives the result.

The failing Lean file:

```lean
import Mathlib

open scoped InnerProductSpace

namespace FourGammaTraceBound

noncomputable section

variable {E : Type*} [NormedAddCommGroup E] [InnerProductSpace ℝ E]

/-- The combination of scalar products that appears in the trace of four slashes. -/
def fourSlashForm (a b c d : E) : ℝ :=
  ⟪a, b⟫_ℝ * ⟪c, d⟫_ℝ - ⟪a, c⟫_ℝ * ⟪b, d⟫_ℝ + ⟪a, d⟫_ℝ * ⟪b, c⟫_ℝ

variable {m : Type*} [Fintype m] [DecidableEq m] {n : ℕ}

/-- Euclidean gamma matrices: `γ_μ γ_ν + γ_ν γ_μ = 2 δ_μν`. -/
def IsEuclideanClifford (γ : Fin n → Matrix m m ℂ) : Prop :=
  ∀ μ ν, γ μ * γ ν + γ ν * γ μ = (if μ = ν then (2 : ℂ) else 0) • (1 : Matrix m m ℂ)

/-- The slash of a real vector: its contraction with the gamma matrices. -/
def slash (γ : Fin n → Matrix m m ℂ) (a : EuclideanSpace ℝ (Fin n)) : Matrix m m ℂ :=
  ∑ μ, ((a μ : ℝ) : ℂ) • γ μ

/-- The anticommutator of two slashes is twice the scalar product of the vectors times the identity
matrix. -/
theorem slash_anticomm {γ : Fin n → Matrix m m ℂ} (hγ : IsEuclideanClifford γ)
    (a b : EuclideanSpace ℝ (Fin n)) :
    slash γ a * slash γ b + slash γ b * slash γ a
      = (2 * (⟪a, b⟫_ℝ : ℂ)) • (1 : Matrix m m ℂ) := by
  have h1 : slash γ a * slash γ b
      = ∑ μ, ∑ ν, (((a μ : ℝ) : ℂ) * ((b ν : ℝ) : ℂ)) • (γ μ * γ ν) := by
    unfold slash
    rw [Finset.sum_mul_sum]
    refine Finset.sum_congr rfl fun μ _ => Finset.sum_congr rfl fun ν _ => ?_
    rw [smul_mul_assoc, mul_smul_comm, smul_smul]
  have h2 : slash γ b * slash γ a
      = ∑ μ, ∑ ν, (((a μ : ℝ) : ℂ) * ((b ν : ℝ) : ℂ)) • (γ ν * γ μ) := by
    unfold slash
    rw [Finset.sum_mul_sum, Finset.sum_comm]
    refine Finset.sum_congr rfl fun μ _ => Finset.sum_congr rfl fun ν _ => ?_
    rw [smul_mul_assoc, mul_smul_comm, smul_smul, mul_comm ((b ν : ℝ) : ℂ)]
  have hi : ⟪a, b⟫_ℝ = ∑ μ, a μ * b μ := by
    simp [PiLp.inner_apply, mul_comm]
  rw [h1, h2, hi]
  simp only [← Finset.sum_add_distrib, ← smul_add, hγ _ _]
  simp only [smul_smul, mul_ite, mul_zero, ← Finset.sum_smul, Finset.sum_ite_eq,
    Finset.mem_univ, if_true]
  congr 1
  push_cast
  rw [Finset.mul_sum]
  exact Finset.sum_congr rfl fun μ _ => by ring

/-- The trace of four slashes is the matrix size times the four-slash form. -/
theorem trace_four_slash {γ : Fin n → Matrix m m ℂ} (hγ : IsEuclideanClifford γ)
    (a b c d : EuclideanSpace ℝ (Fin n)) :
    (slash γ a * slash γ b * slash γ c * slash γ d).trace
      = (Fintype.card m : ℂ) * (fourSlashForm a b c d : ℂ) := by
  have two : ∀ x y : EuclideanSpace ℝ (Fin n),
      (slash γ x * slash γ y).trace = (Fintype.card m : ℂ) * (⟪x, y⟫_ℝ : ℂ) := by
    intro x y
    have h := congrArg Matrix.trace (slash_anticomm hγ x y)
    rw [Matrix.trace_add, Matrix.trace_mul_comm (slash γ y), Matrix.trace_smul,
      Matrix.trace_one, smul_eq_mul] at h
    linear_combination h / 2
  -- move the first slash through the other three
  have key : ∀ A B C D : Matrix m m ℂ, A * B * C * D + B * C * D * A
      = (A * B + B * A) * (C * D) - B * (A * C + C * A) * D + B * C * (A * D + D * A) := by
    intro A B C D
    noncomm_ring
  have cyc : ∀ A B C D : Matrix m m ℂ, (B * C * D * A).trace = (A * B * C * D).trace := by
    intro A B C D
    rw [Matrix.trace_mul_comm (B * C * D) A]
    simp only [mul_assoc]
  have h := key (slash γ a) (slash γ b) (slash γ c) (slash γ d)
  rw [slash_anticomm hγ a b, slash_anticomm hγ a c, slash_anticomm hγ a d] at h
  have ht := congrArg Matrix.trace h
  simp only [Matrix.trace_add, Matrix.trace_sub, smul_mul_assoc, mul_smul_comm, one_mul,
    mul_one, Matrix.trace_smul, smul_eq_mul] at ht
  rw [cyc, two c d, two b d, two b c] at ht
  unfold fourSlashForm
  push_cast
  linear_combination ht / 2

end

end FourGammaTraceBound
```

Messages:

```
Main.lean:83:2: error: ring failed, ring expressions not equal
m : Type u_2
inst✝¹ : Fintype m
inst✝ : DecidableEq m
n : ℕ
γ : Fin n → Matrix m m ℂ
hγ : IsEuclideanClifford γ
a b c d : EuclideanSpace ℝ (Fin n)
two : ∀ (x y : EuclideanSpace ℝ (Fin n)), (slash γ x * slash γ y).trace = ↑(Fintype.card m) * ↑⟪x, y⟫_ℝ
key :
  ∀ (A B C D : Matrix m m ℂ),
    A * B * C * D + B * C * D * A = (A * B + B * A) * (C * D) - B * (A * C + C * A) * D + B * C * (A * D + D * A)
cyc : ∀ (A B C D : Matrix m m ℂ), (B * C * D * A).trace = (A * B * C * D).trace
h :
  slash γ a * slash γ b * slash γ c * slash γ d + slash γ b * slash γ c * slash γ d * slash γ a =
    (2 * ↑⟪a, b⟫_ℝ) • 1 * (slash γ c * slash γ d) - slash γ b * (2 * ↑⟪a, c⟫_ℝ) • 1 * slash γ d +
      slash γ b * slash γ c * (2 * ↑⟪a, d⟫_ℝ) • 1
ht :
  (slash γ d * slash γ a * slash γ b * slash γ c).trace + (slash γ b * slash γ c * slash γ d * slash γ a).trace =
    2 * ↑⟪a, b⟫_ℝ * (↑(Fintype.card m) * ↑⟪c, d⟫_ℝ) - 2 * ↑⟪a, c⟫_ℝ * (↑(Fintype.card m) * ↑⟪b, d⟫_ℝ) +
      2 * ↑⟪a, d⟫_ℝ * (↑(Fintype.card m) * ↑⟪b, c⟫_ℝ)
⊢ (slash γ a * slash γ b * slash γ c * slash γ d).trace +
        (slash γ d * slash γ a * slash γ b * slash γ c).trace * (-1 / 2) +
      (slash γ b * slash γ c * slash γ d * slash γ a).trace * (-1 / 2) =
    0
```

What went wrong. The message says that `ring` could not close the goal left by `linear_combination ht / 2`: three four-slash traces remain, in the orders abcd, dabc and bcda. They are equal by cyclicity, but `ring` does not know this and treats them as unrelated quantities.

The fault lies earlier, in `rw [cyc]`. Without arguments, the left side of `cyc` matches the trace of any product of four matrices written in this form. Lean took the first such trace in `ht`, the one in the order abcd, and turned it into dabc. That fixed the arguments of `cyc`, so the trace in the order bcda, the one meant to change, was left alone.

The repair gives `cyc` its four matrices explicitly. Its left side is now exactly the trace in the order bcda, which is rewritten to abcd. The left side of `ht` then becomes the sum of two identical traces, and half of `ht` is the required identity, up to algebra that `ring` can do.

The change, after which it compiles:

```diff
@@ -78,5 +78,5 @@
   simp only [Matrix.trace_add, Matrix.trace_sub, smul_mul_assoc, mul_smul_comm, one_mul,
     mul_one, Matrix.trace_smul, smul_eq_mul] at ht
-  rw [cyc, two c d, two b d, two b c] at ht
+  rw [cyc (slash γ a) (slash γ b) (slash γ c) (slash γ d), two c d, two b d, two b c] at ht
   unfold fourSlashForm
   push_cast
```
